# Stationary Kohn-Sham orbitals with their energy phases solve the adiabatic time-dependent equations

On a finite set of sites, take finitely many orbitals that satisfy the stationary Kohn-Sham equations self-consistently: each is mapped to a real multiple ε of itself by the Hamiltonian built from their own density. The theorem says that, with the one-body matrix constant in time, multiplying each orbital by exp(−iεt) gives a solution of φ′ = −iHφ, where H is built from the density at each instant. The orbitals need not be normalised or orthogonal, the occupations are arbitrary real weights, and the local potential is the derivative of a function `G` of the density, as Lean's `fderiv` gives it. The proof first shows that the phases leave the density unchanged, then differentiates the exponential and uses the stationary equations.

An attempt in Lean 4 with a fault in it:

```lean
import Mathlib

open Matrix

namespace AdiabaticKohnSham

noncomputable section

variable {L K : Type*} [Fintype L] [DecidableEq L] [Fintype K]

/-- The site density: the sum of the orbital densities weighted by the occupations `f`. -/
def density (f : K → ℝ) (φ : K → L → ℂ) (i : L) : ℝ :=
  ∑ k, f k * Complex.normSq (φ k i)

/-- The potential on site `i`: the partial derivative of `G` with respect to the density there. -/
def potential (G : (L → ℝ) → ℝ) (ρ : L → ℝ) (i : L) : ℝ :=
  fderiv ℝ G ρ (Pi.single i 1)

/-- The Kohn-Sham Hamiltonian: the one-body matrix plus the local potential of the density. -/
def ksHamiltonian (h : Matrix L L ℂ) (G : (L → ℝ) → ℝ) (ρ : L → ℝ) : Matrix L L ℂ :=
  h + Matrix.diagonal (fun i => (potential G ρ i : ℂ))

/-- The adiabatic time-dependent Kohn-Sham equations, `φ' = -i H φ` for every orbital, where
`H` is built from the instantaneous density and the one-body matrix may depend on time. -/
def IsKSSolution (h : ℝ → Matrix L L ℂ) (G : (L → ℝ) → ℝ) (f : K → ℝ)
    (φ : ℝ → K → L → ℂ) : Prop :=
  ∀ t k i, HasDerivAt (fun s => φ s k i)
    (((-Complex.I) • (ksHamiltonian (h t) G (density f (φ t)) *ᵥ φ t k)) i) t

variable {h : ℝ → Matrix L L ℂ} {G : (L → ℝ) → ℝ} {f : K → ℝ} {φ : ℝ → K → L → ℂ}

/-- Self-consistent stationary Kohn-Sham orbitals, each multiplied by the phase
`exp (-i ε t)` of its orbital energy, solve the time-dependent equations. -/
theorem stationary_solution {h₀ : Matrix L L ℂ} {φ₀ : K → L → ℂ} {ε : K → ℝ}
    (hs : ∀ k, ksHamiltonian h₀ G (density f φ₀) *ᵥ φ₀ k = (ε k : ℂ) • φ₀ k) :
    IsKSSolution (fun _ => h₀) G f
      (fun t k => Complex.exp (((-(ε k * t) : ℝ) : ℂ) * Complex.I) • φ₀ k) := by
  intro t k i
  -- the phases leave the density unchanged
  have hρ : density f (fun k => Complex.exp (((-(ε k * t) : ℝ) : ℂ) * Complex.I) • φ₀ k)
      = density f φ₀ := by
    funext j
    refine Finset.sum_congr rfl fun l _ => ?_
    rw [Pi.smul_apply, smul_eq_mul, Complex.normSq_mul, Complex.normSq_eq_norm_sq (Complex.exp _),
      Complex.norm_exp_ofReal_mul_I, one_pow, one_mul]
  have h1 : HasDerivAt (fun s : ℝ => ((-(ε k * s) : ℝ) : ℂ) * Complex.I)
      (((-ε k : ℝ) : ℂ) * Complex.I) t :=
    ((((hasDerivAt_id' t).const_mul (ε k)).fun_neg).ofReal_comp.mul_const
      Complex.I).congr_deriv (by simp)
  refine (h1.cexp.mul_const (φ₀ k i)).congr_deriv ?_
  rw [hρ, Matrix.mulVec_smul, hs k]
  simp only [Pi.smul_apply, smul_eq_mul, Complex.ofReal_neg]
  ring

end

end AdiabaticKohnSham
```

Compiling this gives:

```
Main.lean:44:8: error: Tactic `rewrite` failed: Did not find an occurrence of the pattern
  (?a • ?f) ?i
in the target expression
  f l * Complex.normSq ((fun k => Complex.exp (↑(-(ε k * t)) * Complex.I) • φ₀ k) l j) = f l * Complex.normSq (φ₀ l j)

L : Type u_1
K : Type u_2
inst✝² : Fintype L
inst✝¹ : DecidableEq L
inst✝ : Fintype K
G : (L → ℝ) → ℝ
f : K → ℝ
h₀ : Matrix L L ℂ
φ₀ : K → L → ℂ
ε : K → ℝ
hs : ∀ (k : K), ksHamiltonian h₀ G (density f φ₀) *ᵥ φ₀ k = ↑(ε k) • φ₀ k
t : ℝ
k : K
i j : L
l : K
x✝ : l ∈ Finset.univ
⊢ f l * Complex.normSq ((fun k => Complex.exp (↑(-(ε k * t)) * Complex.I) • φ₀ k) l j) = f l * Complex.normSq (φ₀ l j)
```

The repair, with which the file compiles:

```diff
@@ -42,5 +42,7 @@
     funext j
     refine Finset.sum_congr rfl fun l _ => ?_
-    rw [Pi.smul_apply, smul_eq_mul, Complex.normSq_mul, Complex.normSq_eq_norm_sq (Complex.exp _),
+    show f l * Complex.normSq (Complex.exp (((-(ε l * t) : ℝ) : ℂ) * Complex.I) * φ₀ l j)
+      = f l * Complex.normSq (φ₀ l j)
+    rw [Complex.normSq_mul, Complex.normSq_eq_norm_sq (Complex.exp _),
       Complex.norm_exp_ofReal_mul_I, one_pow, one_mul]
   have h1 : HasDerivAt (fun s : ℝ => ((-(ε k * s) : ℝ) : ℂ) * Complex.I)
```

Cause. The error comes in the step showing that the density is unchanged. `Pi.smul_apply` rewrites a scaled function evaluated at a point, so `rw` looks for the pattern `(?a • ?f) ?i`. The goal instead contains `(fun k => … • φ₀ k) l j`, a function of the orbital index that has been applied to `l` but not yet reduced. The scalar multiplication is still inside the `fun`, and what is applied to `j` is not visibly of the form `?a • ?f`. `rw` does not carry out that reduction while searching, so it finds no match.

The added `show` restates the goal in a form that is equal by definition: `l` is put in for `k`, and the scaled orbital at site `j` is written as an ordinary product of the phase and `φ₀ l j`. This does the work of both `Pi.smul_apply` and `smul_eq_mul`, so they are dropped from the `rw`. `Complex.normSq_mul` now finds its product, and the remaining rewrites reduce the phase's squared modulus to one.
